# On a finite point set, holes have equal energies for every distance-dependent interaction exactly when their density-weighted sums agree at every distance

Take two sites, 0 and 1, with one electron on each on average. When an electron is found at site $i$, the expected number of other electrons at site $j$ differs from the average electron number at $j$ by $h_{ij}$, the hole around $i$. Let the pair interaction be $v_0$ on the same site and $v_1$ between the sites. The energy of the hole is then

$$E=\tfrac12\left[(h_{00}+h_{11})\,v_0+(h_{01}+h_{10})\,v_1\right].$$

Only two sums of the four hole values enter. Suppose one model hole sits entirely on site 0, wherever the reference electron is, so that $h_{00}=h_{10}=-1$ and $h_{01}=h_{11}=0$. Another is spread evenly, with all four values equal to $-\tfrac12$. Both sums are $-1$ in either case, so both holes give $E=-\tfrac12(v_0+v_1)$, whatever $v_0$ and $v_1$ are.

The same regrouping works for any finite number of points. In density functional theory it means that a model hole on a finite set of points can be wrong around individual points and still give the right energy, provided that its average over the system is right at each distance.

## Points, distances and holes

```lean
import Mathlib

open Finset

namespace SystemAveragedHole

noncomputable section

variable {ι D : Type*} [Fintype ι] [LinearOrder D]
```

The type `ι` is the set of points, and `Fintype ι` says that it is finite. The type `D` holds the distance labels. `LinearOrder D` lets labels be compared, which the cutoff will need. Labels may be real distances, but neither the triangle inequality nor the symmetry $d(i,j)=d(j,i)$ is assumed.

```lean
/-- The finite set of distance labels that occur between pairs of points. -/
def distances (d : ι → ι → D) : Finset D :=
  univ.image (fun p : ι × ι => d p.1 p.2)
```

A function `d : ι → ι → D` takes two points and returns their label $d(i,j)$. The set `distances d`, written $\mathcal D$ below, collects the labels that occur for at least one ordered pair. Pairs with $i=j$ are included.

```lean
/-- The density-weighted sum of the hole `h` over all pairs with distance label `r`. -/
def classSum (n : ι → ℝ) (d : ι → ι → D) (h : ι → ι → ℝ) (r : D) : ℝ :=
  ∑ i, ∑ j, if d i j = r then n i * h i j else 0
```

This is the class sum

$$C_h(r)=\sum_{i,j:\;d(i,j)=r} n_i h_{ij}.$$

Lean sums over all pairs and puts zero where the label differs from $r$. The weight $n_i$ is the electron number belonging to point $i$, and $h_{ij}$ is the hole's electron number at point $j$, so any volume elements of a grid are already contained in these numbers. With $N=\sum_i n_i$ and $N\neq0$, the normalised quantity $C_h(r)/N$ is the discrete form of the system-averaged hole, collected over each shell of equal distance. In the two-site example $N=2$, and it equals $-\tfrac12$ at both distances.

```lean
/-- The interaction energy of the density `n` with its hole `h`, for a pair interaction `v`
that depends on the distance label only. -/
def energy (n : ι → ℝ) (d : ι → ι → D) (h : ι → ι → ℝ) (v : D → ℝ) : ℝ :=
  1 / 2 * ∑ i, ∑ j, n i * h i j * v (d i j)
```

In ordinary notation,

$$E_h[v]=\frac12\sum_{i,j} n_i h_{ij}\,v(d(i,j)).$$

The interaction `v : D → ℝ` is any real function of the label. It must have a finite value on the diagonal, so a Coulomb interaction needs a regularised on-site value. The hole is an input and is not recomputed when $v$ changes. To read $E_h[v]$ as an exchange-correlation energy, one takes $h$ to be the hole averaged over the coupling constant.

```lean
/-- The hole set to zero beyond the cutoff distance `R`. -/
def cutoff (d : ι → ι → D) (R : D) (h : ι → ι → ℝ) : ι → ι → ℝ :=
  fun i j => if d i j ≤ R then h i j else 0
```

The hole is kept for $d(i,j)\le R$ and set to zero beyond. The cutoff $R$ is the same for every reference point.

## The energy depends on the hole only through its class sums

```lean
/-- The energy is half the sum, over the occurring distances, of the class sum times the
interaction. -/
theorem energy_eq_sum_classSum (n : ι → ℝ) (d : ι → ι → D) (h : ι → ι → ℝ) (v : D → ℝ) :
    energy n d h v = 1 / 2 * ∑ r ∈ distances d, classSum n d h r * v r := by
  unfold energy
  congr 1
  symm
  simp only [classSum, Finset.sum_mul]
  -- exchange the sums, so that each pair selects its own distance class
  rw [Finset.sum_comm]
  refine Finset.sum_congr rfl fun i _ => ?_
  rw [Finset.sum_comm]
  refine Finset.sum_congr rfl fun j _ => ?_
  have hmem : d i j ∈ distances d :=
    Finset.mem_image.mpr ⟨(i, j), Finset.mem_univ _, rfl⟩
  simp only [ite_mul, zero_mul, Finset.sum_ite_eq, if_pos hmem]
```

The theorem states

$$E_h[v]=\frac12\sum_{r\in\mathcal D} C_h(r)\,v(r).$$

By hand, start on the right and insert the definition of $C_h$:

$$\sum_{r\in\mathcal D} C_h(r)v(r)=\sum_{i,j}\;\sum_{r\in\mathcal D}\begin{cases}n_ih_{ij}v(r)&\text{if } d(i,j)=r,\\0&\text{otherwise.}\end{cases}$$

For a fixed pair, exactly one $r\in\mathcal D$ equals $d(i,j)$. The inner sum is therefore $n_ih_{ij}v(d(i,j))$, and half the total is the energy.

The Lean proof takes the same route. `congr 1` removes the common factor $\tfrac12$, and `symm` turns the equation round. The two uses of `Finset.sum_comm` move the sum over $r$ inside those over $i$ and $j$. The statement `hmem` records that the pair's own label belongs to $\mathcal D$, and the last line collapses the inner sum to that one term.

```lean
/-- An interaction equal to 1 at the distance `r` and to 0 elsewhere has as its energy half the
class sum at `r`. -/
theorem energy_single_distance (n : ι → ℝ) (d : ι → ι → D) (h : ι → ι → ℝ) (r : D) :
    energy n d h (fun s => if s = r then 1 else 0) = 1 / 2 * classSum n d h r := by
  simp only [energy, classSum, mul_ite, mul_one, mul_zero]
```

Here the interaction is 1 at the label $r$ and 0 elsewhere; `fun s => ...` is Lean's way of writing a function of $s$. Only pairs with $d(i,j)=r$ survive in the energy, so

$$E_h[\delta_r]=\tfrac12 C_h(r),\qquad \delta_r(s)=\begin{cases}1&\text{if } s=r,\\0&\text{otherwise.}\end{cases}$$

Such an interaction is a probe that reads off one class sum.

```lean
/-- Two holes have equal energies for every distance-dependent interaction if and only if
their density-weighted sums agree on every distance class. -/
theorem energy_eq_iff_classSum_eq (n : ι → ℝ) (d : ι → ι → D) (h h' : ι → ι → ℝ) :
    (∀ v : D → ℝ, energy n d h v = energy n d h' v) ↔
      ∀ r, classSum n d h r = classSum n d h' r := by
  constructor
  · intro hE r
    -- probe one distance class at a time
    have h1 := hE (fun s => if s = r then 1 else 0)
    rw [energy_single_distance, energy_single_distance] at h1
    linarith
  · intro hc v
    simp only [energy_eq_sum_classSum, hc]
```

The symbol `∀` means "for all" and `↔` means "if and only if". The theorem reads

$$E_h[v]=E_{h'}[v]\ \text{for all } v\quad\Longleftrightarrow\quad C_h(r)=C_{h'}(r)\ \text{for all } r.$$

From right to left, equal class sums make the two regrouped energies equal term by term. From left to right, choose $v=\delta_r$. The assumed equality becomes $\tfrac12C_h(r)=\tfrac12C_{h'}(r)$, and doubling it gives the claim. `constructor` splits the equivalence into these two directions, with the probe argument first, and `linarith` does the final linear arithmetic.

No sign condition or sum rule is needed. The word "all" matters in the first direction: equality for a single interaction, such as the Coulomb one, does not in general fix the class sums, because differences at separate distances can cancel.

## Sign and sum rule survive the averaging

```lean
/-- For nonnegative weights, a nonpositive hole has nonpositive class sums. -/
theorem classSum_nonpos {n : ι → ℝ} (d : ι → ι → D) {h : ι → ι → ℝ}
    (hn : ∀ i, 0 ≤ n i) (hh : ∀ i j, h i j ≤ 0) (r : D) : classSum n d h r ≤ 0 := by
  refine Finset.sum_nonpos fun i _ => Finset.sum_nonpos fun j _ => ?_
  split_ifs
  · exact mul_nonpos_of_nonneg_of_nonpos (hn i) (hh i j)
  · exact le_rfl
```

If $n_i\ge0$ and $h_{ij}\le0$, every product $n_ih_{ij}$ is at most zero, and so is any sum of such products. In the proof, `split_ifs` treats the two cases of the `if`: the product, and the zero for a pair in another class.

The condition $n_i\ge0$ holds for any electron density, as long as any grid weights contained in these numbers are positive. The condition $h_{ij}\le0$ is then a property of the exact exchange hole. A hole that includes correlation can be positive in places, so for such a hole it is a real restriction.

```lean
/-- If the hole obeys the density-weighted sum rule, its class sums add up to minus the total
weight. -/
theorem sum_classSum {n : ι → ℝ} (d : ι → ι → D) {h : ι → ι → ℝ}
    (hs : ∑ i, n i * ∑ j, h i j = -∑ i, n i) :
    ∑ r ∈ distances d, classSum n d h r = -∑ i, n i := by
  -- the constant interaction counts the hole
  have h1 := energy_eq_sum_classSum n d h (fun _ => 1)
  simp only [energy, mul_one] at h1
  simp only [Finset.mul_sum] at hs
  linarith
```

The hypothesis `hs` is the weighted sum rule $\sum_i n_i\sum_j h_{ij}=-N$. It follows from the pointwise rule $\sum_jh_{ij}=-1$, which says that an electron at $i$ is missing from the other electrons around it. The weighted form asks for this only on average.

To derive the conclusion, set $v=1$ in the regrouping formula:

$$\frac12\sum_{i,j}n_ih_{ij}=\frac12\sum_{r\in\mathcal D}C_h(r).$$

By the sum rule the left side is $-N/2$, so $\sum_{r\in\mathcal D}C_h(r)=-N$. The normalised averages $C_h(r)/N$ add up to $-1$ when $N\ne0$. In Lean, `h1` is the displayed equation, and `linarith` combines it with `hs`.

## A common cutoff acts directly on the class sums

```lean
/-- Cutting off the hole at distance `R` cuts off its class sums at `R`. -/
theorem classSum_cutoff (n : ι → ℝ) (d : ι → ι → D) (h : ι → ι → ℝ) (R r : D) :
    classSum n d (cutoff d R h) r = if r ≤ R then classSum n d h r else 0 := by
  have key : ∀ i j, (if d i j = r then n i * cutoff d R h i j else 0) =
      if r ≤ R then (if d i j = r then n i * h i j else 0) else 0 := by
    intro i j
    by_cases hd : d i j = r
    · by_cases hr : r ≤ R <;> simp [cutoff, hd, hr]
    · simp [hd]
  unfold classSum
  simp only [key]
  by_cases hr : r ≤ R <;> simp [hr]
```

Write $h^R$ for the hole cut off at $R$. Then

$$C_{h^R}(r)=\begin{cases}C_h(r)&\text{if } r\le R,\\0&\text{if } r>R.\end{cases}$$

All pairs that contribute to $C_{h^R}(r)$ have the same label $r$. The test $d(i,j)\le R$ is therefore the test $r\le R$ for each of them, and the whole class is kept or removed together. The statement `key` makes this comparison for one pair, and the remaining lines sum it.

Real-space cutoff constructions of generalised gradient approximations choose the cutoff radius from the local density and its gradient, so that the sum rule is restored around each point. The theorem treats one common $R$ and doesn't choose it to satisfy a sum rule. With a radius that varies from point to point, a class can be kept for some reference points and removed for others, and its old sum no longer determines the new one.

## Bounds from approximate or constrained class sums

```lean
/-- The absolute energy difference of two holes is at most half the sum, over the occurring
distances, of the absolute class-sum deviation times the absolute value of the interaction. -/
theorem abs_energy_sub_le (n : ι → ℝ) (d : ι → ι → D) (h h' : ι → ι → ℝ) (v : D → ℝ) :
    |energy n d h v - energy n d h' v| ≤
      1 / 2 * ∑ r ∈ distances d, |classSum n d h r - classSum n d h' r| * |v r| := by
  have h1 : energy n d h v - energy n d h' v =
      1 / 2 * ∑ r ∈ distances d, (classSum n d h r - classSum n d h' r) * v r := by
    simp only [energy_eq_sum_classSum, sub_mul, Finset.sum_sub_distrib]
    ring
  rw [h1, abs_mul, abs_of_pos (by norm_num : (0 : ℝ) < 1 / 2)]
  refine mul_le_mul_of_nonneg_left ?_ (by norm_num)
  refine (Finset.abs_sum_le_sum_abs _ _).trans (le_of_eq ?_)
  exact Finset.sum_congr rfl fun r _ => abs_mul _ _
```

The theorem bounds the energy error caused by errors in the class sums:

$$|E_h[v]-E_{h'}[v]|\le\frac12\sum_{r\in\mathcal D}|C_h(r)-C_{h'}(r)|\,|v(r)|.$$

By hand, subtract the two regrouped energies to get

$$E_h[v]-E_{h'}[v]=\frac12\sum_{r\in\mathcal D}\bigl(C_h(r)-C_{h'}(r)\bigr)v(r),$$

then apply the triangle inequality and $|ab|=|a||b|$. The equation is `h1` in the proof, and the triangle inequality is `Finset.abs_sum_le_sum_abs`.

```lean
/-- For nonnegative weights, a nonpositive hole obeying the weighted sum rule and an interaction
bounded above by `V` at the occurring distances, the energy is at least minus half of `V` times the
total weight. -/
theorem energy_lower_bound {n : ι → ℝ} {d : ι → ι → D} {h : ι → ι → ℝ} {v : D → ℝ} {V : ℝ}
    (hn : ∀ i, 0 ≤ n i) (hh : ∀ i j, h i j ≤ 0)
    (hs : ∑ i, n i * ∑ j, h i j = -∑ i, n i) (hv : ∀ r ∈ distances d, v r ≤ V) :
    -(1 / 2 * V * ∑ i, n i) ≤ energy n d h v := by
  -- replacing `v` by its bound can only lower the energy, since class sums are nonpositive
  have h1 : ∑ r ∈ distances d, classSum n d h r * V ≤
      ∑ r ∈ distances d, classSum n d h r * v r :=
    Finset.sum_le_sum fun r hr =>
      mul_le_mul_of_nonpos_left (hv r hr) (classSum_nonpos d hn hh r)
  rw [← Finset.sum_mul, sum_classSum d hs] at h1
  rw [energy_eq_sum_classSum]
  linarith
```

Assume nonnegative weights, a nonpositive hole, the weighted sum rule, and $v(r)\le V$ at every occurring distance. Then

$$E_h[v]\ge-\tfrac12VN.$$

Since $C_h(r)\le0$, multiplying $v(r)\le V$ by $C_h(r)$ reverses the inequality, so $C_h(r)v(r)\ge C_h(r)V$. Summing over distances and using the sum rule gives

$$E_h[v]=\frac12\sum_{r\in\mathcal D}C_h(r)v(r)\ge\frac V2\sum_{r\in\mathcal D}C_h(r)=-\frac12VN.$$

The summed inequality is `h1`. The `rw` line after it takes out the common factor $V$ and inserts the sum rule for class sums.

The bound can fail if the hole may be positive. Take two sites that can each hold four electrons, and let four electrons be all on site 0 or all on site 1, with equal probability. Then $n_0=n_1=2$. An electron found on a site has three others with it and none on the other site, so $h_{00}=h_{11}=3-2=1$ and $h_{01}=h_{10}=0-2=-2$. Each site still has hole sum $-1$. Take $v_0=0$ and $v_1=1$, so that $V=1$ is allowed. Unlike a Coulomb repulsion, this interaction is stronger between the sites than on one site, but the other hypotheses of the theorem permit it. The energy is $\tfrac12\left[2\cdot(-2)+2\cdot(-2)\right]=-4$, while the bound would require at least $-2$. The positive on-site part lets the part between the sites become too deep without violating the sum rule.

## Two different holes with the same average

```lean
/-- Distance labels on two sites: `0` on the same site, `1` between the sites. -/
def twoSite (i j : Fin 2) : ℕ := if i = j then 0 else 1
```

This block and the next three return to the opening example. `Fin 2` is the type with the two elements 0 and 1. The label is $0$ on the same site and $1$ between the sites.

```lean
/-- A hole that sits entirely on the first site, wherever the reference electron is. -/
def localHole (_ j : Fin 2) : ℝ := if j = 0 then -1 else 0
```

This is the hole on site 0: $h_{i0}=-1$ and $h_{i1}=0$ for both values of $i$. The underscore marks the reference site, which the formula doesn't use.

```lean
/-- A hole spread evenly over both sites. -/
def evenHole (_ _ : Fin 2) : ℝ := -1 / 2
```

This is the even hole, with $h_{ij}=-\tfrac12$ for all $i$ and $j$.

```lean
/-- On two sites of unit weight, the local and the even hole are different, both nonpositive
and both normalised to `-1` around each site, and their class sums agree. -/
theorem classSum_eq_witness :
    localHole ≠ evenHole ∧
    (∀ i j, localHole i j ≤ 0 ∧ evenHole i j ≤ 0) ∧
    (∀ i, ∑ j, localHole i j = -1 ∧ ∑ j, evenHole i j = -1) ∧
    ∀ r, classSum (fun _ => 1) twoSite localHole r =
      classSum (fun _ => 1) twoSite evenHole r := by
  refine ⟨fun h => ?_, fun i j => ⟨?_, ?_⟩, fun i => ⟨?_, ?_⟩, fun r => ?_⟩
  · have h0 := congrFun (congrFun h 0) 0
    norm_num [localHole, evenHole] at h0
  · unfold localHole
    split_ifs <;> norm_num
  · norm_num [evenHole]
  · simp [localHole]
  · norm_num [evenHole, Fin.sum_univ_two]
  · rcases r with _ | _ | r <;>
      norm_num [classSum, twoSite, localHole, evenHole, Fin.sum_univ_two]

end

end SystemAveragedHole
```

The symbol `∧` means "and". The theorem joins four statements: the holes differ, both are nonpositive, both sum to $-1$ around each site, and their class sums agree for unit weights.

The holes differ because their values at $(0,0)$ are $-1$ and $-\tfrac12$. The signs can be read off, and the sums around each site are $-1+0$ and $-\tfrac12-\tfrac12$. The class sums are

$$\begin{aligned}
r=0:&\quad -1+0=-\tfrac12-\tfrac12=-1,\\
r=1:&\quad 0-1=-\tfrac12-\tfrac12=-1,
\end{aligned}$$

and both vanish for $r\ge2$, where there are no pairs. The `refine` line splits the theorem into its separate claims, and `rcases` divides the labels into the cases 0, 1 and larger.

So the sign condition and the sum rule around every site do not make the hole recoverable from its average. The local hole does lack the symmetry $n_ih_{ij}=n_jh_{ji}$ of an exact hole, since $h_{01}=0$ but $h_{10}=-1$. Model holes built from the density around the reference point need not have that symmetry either.

```lean
#print axioms SystemAveragedHole.energy_eq_iff_classSum_eq
#print axioms SystemAveragedHole.classSum_cutoff
#print axioms SystemAveragedHole.abs_energy_sub_le
#print axioms SystemAveragedHole.energy_lower_bound
```

```
'SystemAveragedHole.energy_eq_iff_classSum_eq' depends on axioms: [propext, Classical.choice, Quot.sound]
'SystemAveragedHole.classSum_cutoff' depends on axioms: [propext, Classical.choice, Quot.sound]
'SystemAveragedHole.abs_energy_sub_le' depends on axioms: [propext, Classical.choice, Quot.sound]
'SystemAveragedHole.energy_lower_bound' depends on axioms: [propext, Classical.choice, Quot.sound]
```
